# Delocalizing the orbitals lowers the pair energy of the repulsive Hubbard dimer

Orbital optimization in pair coupled-cluster doubles (pair CCD) rotates the orbitals to lower the energy. That step matters because the lowest energy attainable with only doubly occupied orbitals generally depends on which orbitals are used. The problems below work this out for two electrons of opposite spin on two sites, with hopping t > 0, on-site repulsion U ≥ 0 and real orbitals.

```lean
import Mathlib

namespace HubbardDimerPairCCD

noncomputable section
```

The sites are numbered 0 and 1. The amplitude Ψᵢⱼ has the spin-up electron on site i and the spin-down electron on site j. With the spin-up electron always written first, no further fermion sign appears.

```lean
/-- Real amplitude of a two-electron state on two sites: `Ψ i j` belongs to the spin-up
electron on site `i` and the spin-down electron on site `j`. -/
abbrev Amplitude := Fin 2 → Fin 2 → ℝ
```

Either electron hops with amplitude −t, and a doubly occupied site costs U. The amplitudes Ψ₀₀ and Ψ₁₁, with both electrons on one site, are called ionic; Ψ₀₁ and Ψ₁₀, with one electron on each site, are called covalent.

```lean
/-- The Hubbard Hamiltonian: either electron hops to the other site (`1 - i` is the site other
than `i`) with amplitude `-t`, and two electrons on one site cost `U`. -/
def hamiltonian (t U : ℝ) (Ψ : Amplitude) : Amplitude := fun i j =>
  -t * (Ψ (1 - i) j + Ψ i (1 - j)) + U * (if i = j then Ψ i j else 0)
```

`overlap` is the inner product ⟨Φ|Ψ⟩ of two-electron states, not an overlap matrix of basis functions.

```lean
/-- Overlap of two real two-electron states. -/
def overlap (Φ Ψ : Amplitude) : ℝ := ∑ i, ∑ j, Φ i j * Ψ i j
```

An angle q rotates the site orbitals. In `orbital q k i`, k labels the orbital and i the site.

```lean
/-- The rotated orbitals `(cos q, sin q)` and `(-sin q, cos q)`. -/
def orbital (q : ℝ) : Fin 2 → Fin 2 → ℝ :=
  ![![Real.cos q, Real.sin q], ![-Real.sin q, Real.cos q]]
```

Write P₀ and P₁ for the states with both electrons in orbital 0 or in orbital 1. They are symmetric under i ↔ j, hence singlets.

```lean
/-- The state in which both electrons occupy orbital `k`. -/
def pair (q : ℝ) (k : Fin 2) : Amplitude := fun i j => orbital q k i * orbital q k j
```

The pair space contains every real combination aP₀ + bP₁.

```lean
/-- All superpositions of the two doubly occupied orbitals. -/
def pairSpace (q : ℝ) : Set Amplitude :=
  {Ψ | ∃ a b : ℝ, Ψ = a • pair q 0 + b • pair q 1}
```

Energies are expectation values ⟨Ψ|HΨ⟩ of normalized states. "Lowest energy" is expressed by `IsLeast`: the value is attained, and no state in the set lies below it.

```lean
/-- The energy expectation values of the normalized states in a set `S`. -/
def energies (t U : ℝ) (S : Set Amplitude) : Set ℝ :=
  {e | ∃ Ψ ∈ S, overlap Ψ Ψ = 1 ∧ e = overlap Ψ (hamiltonian t U Ψ)}
```

The last definition names a function E(x), `pairEnergy` in the code; its link to the energies is established in (f).

```lean
/-- The closed formula for the pair energy as a function of `x = |sin 2q|`. -/
def pairEnergy (t U x : ℝ) : ℝ :=
  U * (1 - x ^ 2 / 2) - Real.sqrt (4 * t ^ 2 * x ^ 2 + U ^ 2 * x ^ 4 / 4)
```

Allowing complex amplitudes would not change the minima: because H and the orbitals are real, the real and imaginary parts of a state contribute separately to norm and energy.

## (a) Matrix elements between arbitrary states

Show that

⟨Φ|HΨ⟩ = −t[(Φ₀₀ + Φ₁₁)(Ψ₀₁ + Ψ₁₀) + (Φ₀₁ + Φ₁₀)(Ψ₀₀ + Ψ₁₁)] + U(Φ₀₀Ψ₀₀ + Φ₁₁Ψ₁₁).

The components of HΨ are

(HΨ)₀₀ = −t(Ψ₀₁ + Ψ₁₀) + UΨ₀₀
(HΨ)₁₁ = −t(Ψ₀₁ + Ψ₁₀) + UΨ₁₁
(HΨ)₀₁ = (HΨ)₁₀ = −t(Ψ₀₀ + Ψ₁₁).

Multiply each by the matching component of Φ and add. Lean expands the same sums, and `ring` collects the terms.

```lean
/-- Matrix element of the Hamiltonian between two states: hopping connects ionic with
covalent amplitudes, and the repulsion acts on the ionic ones. -/
theorem overlap_hamiltonian (t U : ℝ) (Φ Ψ : Amplitude) :
    overlap Φ (hamiltonian t U Ψ) =
      -t * ((Φ 0 0 + Φ 1 1) * (Ψ 0 1 + Ψ 1 0) + (Φ 0 1 + Φ 1 0) * (Ψ 0 0 + Ψ 1 1))
        + U * (Φ 0 0 * Ψ 0 0 + Φ 1 1 * Ψ 1 1) := by
  have h0 : (1 : Fin 2) - 0 = 1 := by decide
  have h1 : (1 : Fin 2) - 1 = 0 := by decide
  simp only [overlap, hamiltonian, Fin.sum_univ_two, h0, h1, zero_ne_one, one_ne_zero,
    if_true, if_false]
  ring
```

## (b) Hopping and repulsion between pairs

With s = sin 2q, show that

⟨P₀|HP₀⟩ = U(1 − s²/2) − 2ts
⟨P₁|HP₁⟩ = U(1 − s²/2) + 2ts
⟨P₀|HP₁⟩ = ⟨P₁|HP₀⟩ = Us²/2.

P₀ has ionic amplitudes cos²q, sin²q and two covalent amplitudes s/2. P₁ has sin²q, cos²q and −s/2. The ionic sums are 1 and the covalent sums are ±s, so (a) gives hopping terms ∓2ts on the diagonal and zero off it. The repulsion gives

U(cos⁴q + sin⁴q) = U(1 − s²/2)

on the diagonal and 2U cos²q sin²q = Us²/2 off it. In the code, `linear_combination` inserts sin²q + cos²q = 1.

```lean
/-- The Hamiltonian between doubly occupied orbitals: hopping splits the two diagonal
elements, and the repulsion couples the pairs. -/
theorem pair_elements (t U q : ℝ) :
    overlap (pair q 0) (hamiltonian t U (pair q 0)) =
        U * (1 - Real.sin (2 * q) ^ 2 / 2) - 2 * t * Real.sin (2 * q) ∧
    overlap (pair q 1) (hamiltonian t U (pair q 1)) =
        U * (1 - Real.sin (2 * q) ^ 2 / 2) + 2 * t * Real.sin (2 * q) ∧
    overlap (pair q 0) (hamiltonian t U (pair q 1)) = U * Real.sin (2 * q) ^ 2 / 2 ∧
    overlap (pair q 1) (hamiltonian t U (pair q 0)) = U * Real.sin (2 * q) ^ 2 / 2 := by
  have h := Real.sin_sq_add_cos_sq q
  simp only [overlap_hamiltonian, pair, orbital, Matrix.cons_val_zero, Matrix.cons_val_one,
    Real.sin_two_mul]
  refine ⟨?_, ?_, ?_, ?_⟩
  · linear_combination (-4 * t * Real.cos q * Real.sin q
      + U * (Real.sin q ^ 2 + Real.cos q ^ 2 + 1)) * h
  · linear_combination (4 * t * Real.cos q * Real.sin q
      + U * (Real.sin q ^ 2 + Real.cos q ^ 2 + 1)) * h
  · ring
  · ring
```

## (c) Norm of a pair superposition

Show that aP₀ + bP₁ has squared norm a² + b².

The inner product of two pair states is the square of the inner product of their orbitals. The orbitals are orthonormal, so the cross terms vanish.

```lean
/-- The superposition of the two pair states with real coefficients `a` and `b` has squared norm
`a² + b²`. -/
theorem pair_norm (q a b : ℝ) :
    overlap (a • pair q 0 + b • pair q 1) (a • pair q 0 + b • pair q 1) = a ^ 2 + b ^ 2 := by
  have h := Real.sin_sq_add_cos_sq q
  simp only [overlap, Fin.sum_univ_two, Pi.add_apply, Pi.smul_apply, smul_eq_mul, pair,
    orbital, Matrix.cons_val_zero, Matrix.cons_val_one]
  linear_combination (a ^ 2 + b ^ 2) * (Real.sin q ^ 2 + Real.cos q ^ 2 + 1) * h
```

## (d) Lowest energy of two coupled levels

For real m, d, g and a² + b² = 1, show that the minimum of (m − d)a² + (m + d)b² + 2gab is

m − √(d² + g²).

The form equals m − X, with X = d(a² − b²) − 2gab. Put Y = 2dab + g(a² − b²). Then

X² + Y² = (d² + g²)(a² + b²)² = d² + g²,

so X ≤ √(d² + g²). For equality, write d = R cos φ and −g = R sin φ with R ≥ 0, and take a = cos(φ/2), b = sin(φ/2). This gives X = R. Lean obtains R and φ as the norm and argument of the complex number d − ig.

```lean
/-- The lowest energy of a real two-level system with levels `m - d`, `m + d` and
coupling `g` is `m - sqrt (d² + g²)`. -/
theorem two_level (m d g : ℝ) :
    IsLeast {e | ∃ a b : ℝ, a ^ 2 + b ^ 2 = 1 ∧
      e = (m - d) * a ^ 2 + (m + d) * b ^ 2 + 2 * g * (a * b)}
      (m - Real.sqrt (d ^ 2 + g ^ 2)) := by
  constructor
  · -- polar form of (d, -g); half its angle is the mixing angle
    obtain ⟨R, φ, hR, hc, hs⟩ : ∃ R φ : ℝ, 0 ≤ R ∧ R * Real.cos φ = d ∧
        R * Real.sin φ = -g :=
      ⟨‖(⟨d, -g⟩ : ℂ)‖, Complex.arg ⟨d, -g⟩, norm_nonneg _,
        Complex.norm_mul_cos_arg _, Complex.norm_mul_sin_arg _⟩
    have hp := Real.sin_sq_add_cos_sq φ
    have hN := Real.sin_sq_add_cos_sq (φ / 2)
    have hC : Real.cos φ = Real.cos (φ / 2) ^ 2 - Real.sin (φ / 2) ^ 2 := by
      rw [← Real.cos_two_mul']
      congr 1
      ring
    have hS : Real.sin φ = 2 * Real.sin (φ / 2) * Real.cos (φ / 2) := by
      rw [← Real.sin_two_mul]
      congr 1
      ring
    have hn : d ^ 2 + g ^ 2 = R ^ 2 := by
      linear_combination R ^ 2 * hp - (R * Real.cos φ + d) * hc - (R * Real.sin φ - g) * hs
    refine ⟨Real.cos (φ / 2), Real.sin (φ / 2), by linarith, ?_⟩
    rw [hn, Real.sqrt_sq hR]
    linear_combination -m * hN + R * hp - Real.cos φ * hc - Real.sin φ * hs - d * hC + g * hS
  · rintro e ⟨a, b, hab, rfl⟩
    have hsq : (d * (a ^ 2 - b ^ 2) - 2 * g * (a * b)) ^ 2 ≤ d ^ 2 + g ^ 2 := by
      have e1 : (d * (a ^ 2 - b ^ 2) - 2 * g * (a * b)) ^ 2
          + (2 * d * (a * b) + g * (a ^ 2 - b ^ 2)) ^ 2
          = (d ^ 2 + g ^ 2) * (a ^ 2 + b ^ 2) ^ 2 := by ring
      rw [hab, one_pow, mul_one] at e1
      linarith [sq_nonneg (2 * d * (a * b) + g * (a ^ 2 - b ^ 2))]
    have h1 := (le_abs_self _).trans (Real.abs_le_sqrt hsq)
    have h2 : (m - d) * a ^ 2 + (m + d) * b ^ 2 + 2 * g * (a * b)
        = m - (d * (a ^ 2 - b ^ 2) - 2 * g * (a * b)) := by
      linear_combination m * hab
    rw [h2]
    linarith
```

## (e) Removing the absolute value

For E(x) = U(1 − x²/2) − √(4t²x² + U²x⁴/4), show that

E(|s|) = U(1 − s²/2) − √((2ts)² + (Us²/2)²).

Only even powers of x occur, and |s|² = s².

```lean
/-- The pair energy at `x = |s|`, written with the level splitting and the pair coupling. -/
theorem pairEnergy_abs (t U s : ℝ) : pairEnergy t U |s| =
    U * (1 - s ^ 2 / 2) - Real.sqrt ((2 * t * s) ^ 2 + (U * s ^ 2 / 2) ^ 2) := by
  have h : 4 * t ^ 2 * |s| ^ 2 + U ^ 2 * |s| ^ 4 / 4
      = (2 * t * s) ^ 2 + (U * s ^ 2 / 2) ^ 2 := by
    rw [show |s| ^ 4 = (|s| ^ 2) ^ 2 by ring, sq_abs]
    ring
  rw [pairEnergy, h, sq_abs]
```

## (f) The pair minimum at fixed orbitals

Show that the lowest energy in the pair space is

E(|sin 2q|).

By (b), the energy of aP₀ + bP₁ is the form in (d) with

m = U(1 − s²/2), d = 2ts, g = Us²/2.

By (c), normalization means a² + b² = 1. Now apply (d) and (e). The identity `hE` is the expansion of the energy in a and b.

```lean
/-- For every orbital rotation `q`, the lowest energy with only doubly occupied orbitals is
the pair energy at `x = |sin 2q|`. -/
theorem pair_minimum (t U q : ℝ) :
    IsLeast (energies t U (pairSpace q)) (pairEnergy t U |Real.sin (2 * q)|) := by
  have hE : ∀ a b : ℝ, overlap (a • pair q 0 + b • pair q 1)
      (hamiltonian t U (a • pair q 0 + b • pair q 1)) =
      (U * (1 - Real.sin (2 * q) ^ 2 / 2) - 2 * t * Real.sin (2 * q)) * a ^ 2
      + (U * (1 - Real.sin (2 * q) ^ 2 / 2) + 2 * t * Real.sin (2 * q)) * b ^ 2
      + 2 * (U * Real.sin (2 * q) ^ 2 / 2) * (a * b) := by
    intro a b
    obtain ⟨e0, e1, e2, e3⟩ := pair_elements t U q
    rw [overlap_hamiltonian] at e0 e1 e2 e3 ⊢
    simp only [Pi.add_apply, Pi.smul_apply, smul_eq_mul]
    linear_combination a ^ 2 * e0 + b ^ 2 * e1 + a * b * (e2 + e3)
  have h := two_level (U * (1 - Real.sin (2 * q) ^ 2 / 2)) (2 * t * Real.sin (2 * q))
    (U * Real.sin (2 * q) ^ 2 / 2)
  rw [pairEnergy_abs]
  constructor
  · obtain ⟨a, b, hab, he⟩ := h.1
    exact ⟨a • pair q 0 + b • pair q 1, ⟨a, b, rfl⟩, (pair_norm q a b).trans hab,
      he.trans (hE a b).symm⟩
  · rintro e ⟨_, ⟨a, b, rfl⟩, hn, rfl⟩
    exact h.2 ⟨a, b, (pair_norm q a b).symm.trans hn, hE a b⟩
```

## (g) A pair CCD solution at the minimum

For two electrons, the pair CCD state with reference P₀ is P₀ + τP₁, with one amplitude τ. For U ≠ 0, find τ such that

⟨P₀|H(P₀ + τP₁)⟩ = E(|s|)
⟨P₁|H(P₀ + τP₁)⟩ = E(|s|)τ.

With m, d, g from (f) and R = √(d² + g²), these become

gτ = d − R
g + (d + R)τ = 0.

If s ≠ 0, then g ≠ 0 and τ = (d − R)/g solves the first. Multiplying the second by g gives g² + d² − R² = 0. If s = 0, then d = g = R = 0 and τ = 0 works. The statement `key` contains both cases.

For U = 0 the claim fails whenever t sin 2q < 0. At q = −π/4 and t > 0, the first projection is 2t for every τ, while the pair minimum is −2t. For U ≠ 0 a suitable root exists; whether an iterative solver reaches it is another question.

```lean
/-- For `U ≠ 0` the pair CCD equations, with reference `pair q 0` and one pair amplitude `τ`,
have a solution whose energy is the lowest pair energy. -/
theorem pair_ccd_solution (t U q : ℝ) (hU : U ≠ 0) : ∃ τ : ℝ,
    overlap (pair q 0) (hamiltonian t U (pair q 0 + τ • pair q 1)) =
      pairEnergy t U |Real.sin (2 * q)| ∧
    overlap (pair q 1) (hamiltonian t U (pair q 0 + τ • pair q 1)) =
      pairEnergy t U |Real.sin (2 * q)| * τ := by
  have key : ∀ s r : ℝ, r ^ 2 = (2 * t * s) ^ 2 + (U * s ^ 2 / 2) ^ 2 →
      ∃ τ : ℝ, U * s ^ 2 / 2 * τ = 2 * t * s - r ∧
        U * s ^ 2 / 2 + (2 * t * s + r) * τ = 0 := by
    intro s r hr
    by_cases hs : s = 0
    · subst hs
      have hr0 : r = 0 := by simpa using hr
      exact ⟨0, by simp [hr0], by simp⟩
    · have hg : U * s ^ 2 / 2 ≠ 0 :=
        div_ne_zero (mul_ne_zero hU (pow_ne_zero 2 hs)) two_ne_zero
      have hτ : U * s ^ 2 / 2 * ((2 * t * s - r) / (U * s ^ 2 / 2)) = 2 * t * s - r :=
        mul_div_cancel₀ _ hg
      refine ⟨(2 * t * s - r) / (U * s ^ 2 / 2), hτ, mul_left_cancel₀ hg ?_⟩
      linear_combination (2 * t * s + r) * hτ - hr
  obtain ⟨τ, h1, h2⟩ := key (Real.sin (2 * q)) _ (Real.sq_sqrt (by positivity))
  obtain ⟨e0, e1, e2, e3⟩ := pair_elements t U q
  refine ⟨τ, ?_, ?_⟩ <;> rw [pairEnergy_abs] <;>
    rw [overlap_hamiltonian] at e0 e1 e2 e3 ⊢ <;>
    simp only [Pi.add_apply, Pi.smul_apply, smul_eq_mul]
  · linear_combination e0 + τ * e2 + h1
  · linear_combination e3 + τ * e1 + h2
```

## (h) Strict decrease

For t > 0 and U ≥ 0, show that

0 ≤ x < y ≤ 1 implies E(y) < E(x).

The term U(1 − x²/2) does not increase with x. The radicand grows strictly because 4t² > 0, and so does its root, which is subtracted.

```lean
/-- For `t > 0` and `U ≥ 0` the pair energy decreases strictly in `x` on `[0, 1]`. -/
theorem pairEnergy_strictAnti {t U : ℝ} (ht : 0 < t) (hU : 0 ≤ U) :
    StrictAntiOn (pairEnergy t U) (Set.Icc 0 1) := by
  intro x hx y _ hxy
  have h2 : x ^ 2 < y ^ 2 := by nlinarith [hx.1]
  have h4 : x ^ 4 ≤ y ^ 4 := pow_le_pow_left₀ hx.1 hxy.le 4
  have ht2 : 0 < 4 * t ^ 2 := by positivity
  have hr : Real.sqrt (4 * t ^ 2 * x ^ 2 + U ^ 2 * x ^ 4 / 4)
      < Real.sqrt (4 * t ^ 2 * y ^ 2 + U ^ 2 * y ^ 4 / 4) := by
    apply Real.sqrt_lt_sqrt (by positivity)
    linarith [mul_lt_mul_of_pos_left h2 ht2, mul_le_mul_of_nonneg_left h4 (sq_nonneg U)]
  unfold pairEnergy
  linarith [mul_le_mul_of_nonneg_left h2.le hU]
```

## (i) The exact energy from delocalized orbitals

For t > 0, show that the minimum over all normalized Ψ, pair states or not, is

E(1) = U/2 − r, with r = √(4t² + U²/4).

At q = π/4, (f) attains this value, so a singlet reaches it. For the lower bound, set A = Ψ₀₀ + Ψ₁₁, B = Ψ₀₁ + Ψ₁₀, C = Ψ₀₀ − Ψ₁₁ and D = Ψ₀₁ − Ψ₁₀. Normalization gives A² + B² + C² + D² = 2, and twice the energy above E(1) is

K + (r + U/2)C² + (r − U/2)D²,
K = (r + U/2)A² + (r − U/2)B² − 4tAB.

The last two terms are nonnegative since r ≥ |U/2|, and K is too, because

2rK = ((r + U/2)A − 2tB)² + ((r − U/2)B − 2tA)².

These are `hA`, `hB` and `hK` in the code, where `s` now stands for Ψ₁₁.

```lean
/-- For `t > 0` the pair energy at `x = 1` is the lowest energy among all normalized states
with one spin-up and one spin-down electron. -/
theorem delocalized_exact {t : ℝ} (U : ℝ) (ht : 0 < t) :
    IsLeast (energies t U Set.univ) (pairEnergy t U 1) := by
  constructor
  · -- the minimum is attained by pairs in the orbitals with q = π / 4
    have h := (pair_minimum t U (Real.pi / 4)).1
    rw [show 2 * (Real.pi / 4) = Real.pi / 2 by ring, Real.sin_pi_div_two, abs_one] at h
    obtain ⟨Ψ, _, hn, he⟩ := h
    exact ⟨Ψ, Set.mem_univ _, hn, he⟩
  · rintro e ⟨Ψ, _, hn, rfl⟩
    have h1 : pairEnergy t U 1 = U / 2 - Real.sqrt (4 * t ^ 2 + U ^ 2 / 4) := by
      simp only [pairEnergy, one_pow, mul_one]
      ring
    have hr : Real.sqrt (4 * t ^ 2 + U ^ 2 / 4) ^ 2 = 4 * t ^ 2 + U ^ 2 / 4 :=
      Real.sq_sqrt (by positivity)
    have hpos : 0 < Real.sqrt (4 * t ^ 2 + U ^ 2 / 4) := Real.sqrt_pos.2 (by positivity)
    have habs : |U / 2| ≤ Real.sqrt (4 * t ^ 2 + U ^ 2 / 4) :=
      Real.abs_le_sqrt (by nlinarith [sq_nonneg t])
    rw [h1, overlap_hamiltonian]
    simp only [overlap, Fin.sum_univ_two] at hn
    generalize Real.sqrt (4 * t ^ 2 + U ^ 2 / 4) = r at hr hpos habs ⊢
    generalize Ψ 0 0 = p at hn ⊢
    generalize Ψ 1 1 = s at hn ⊢
    generalize Ψ 0 1 = u at hn ⊢
    generalize Ψ 1 0 = v at hn ⊢
    obtain ⟨hl, hu⟩ := abs_le.1 habs
    -- the part symmetric under exchange of the sites is a sum of squares
    have hK : 0 ≤ (r + U / 2) * (p + s) ^ 2 + (r - U / 2) * (u + v) ^ 2
        - 4 * t * ((p + s) * (u + v)) := by
      have e1 : 2 * r * ((r + U / 2) * (p + s) ^ 2 + (r - U / 2) * (u + v) ^ 2
          - 4 * t * ((p + s) * (u + v)))
          = ((r + U / 2) * (p + s) - 2 * t * (u + v)) ^ 2
            + ((r - U / 2) * (u + v) - 2 * t * (p + s)) ^ 2 := by
        linear_combination ((p + s) ^ 2 + (u + v) ^ 2) * hr
      have h2r : 0 < 2 * r := by linarith
      refine (mul_nonneg_iff_of_pos_left h2r).1 ?_
      rw [e1]
      positivity
    have hA : 0 ≤ (r + U / 2) * (p - s) ^ 2 := mul_nonneg (by linarith) (sq_nonneg _)
    have hB : 0 ≤ (r - U / 2) * (u - v) ^ 2 := mul_nonneg (by linarith) (sq_nonneg _)
    have hN : (U / 2 - r) * (p * p + u * u + (v * v + s * s)) = U / 2 - r := by
      rw [hn, mul_one]
    linarith
```

## (j) From site orbitals to the exact energy

For t > 0 and U ≥ 0, combine the results and add the value at site orbitals:

E(0) = U.

Both x-dependent terms vanish at x = 0. With (f), (h) and (i), the lowest pair energy falls strictly from U to the exact value as x = |sin 2q| runs from 0 to 1.

In this two-electron, two-site model, orbital optimization therefore removes the whole error of the pair restriction. The formula for E(x) assumes two equivalent, orthogonal site orbitals and repulsion only between electrons on the same site. A real bond has further interactions, which the formula leaves out.

```lean
/-- Hubbard dimer with `t > 0`, `U ≥ 0`: the lowest energy with only doubly occupied orbitals
is `pairEnergy` at `x = |sin 2q|`; it decreases strictly on `[0, 1]`, from `U` at `x = 0` to
the exact lowest energy of one spin-up and one spin-down electron at `x = 1`. -/
theorem pair_energy_orbital_dependence {t U : ℝ} (ht : 0 < t) (hU : 0 ≤ U) :
    (∀ q, IsLeast (energies t U (pairSpace q)) (pairEnergy t U |Real.sin (2 * q)|)) ∧
    StrictAntiOn (pairEnergy t U) (Set.Icc 0 1) ∧
    pairEnergy t U 0 = U ∧
    IsLeast (energies t U Set.univ) (pairEnergy t U 1) :=
  ⟨pair_minimum t U, pairEnergy_strictAnti ht hU, by simp [pairEnergy],
    delocalized_exact U ht⟩

end

end HubbardDimerPairCCD
```

```lean
#print axioms HubbardDimerPairCCD.pair_ccd_solution
#print axioms HubbardDimerPairCCD.pair_energy_orbital_dependence
```

```
'HubbardDimerPairCCD.pair_ccd_solution' depends on axioms: [propext, Classical.choice, Quot.sound]
'HubbardDimerPairCCD.pair_energy_orbital_dependence' depends on axioms: [propext, Classical.choice, Quot.sound]
```
